# Van der Waals and resonant dipole limits of a two-state Förster pair potential

**Q:** You replace two interacting atoms by a real $2\times2$ matrix. What have you kept?

**A:** Two pair states. The initial one has energy $0$, the other has energy $d$, the Förster defect, and a single number $V$ couples them. For dipole coupling $V=C/R^3$, where $R$ is the interatomic distance and $C$ (often written $C_3$) collects the transition dipoles and the angular factor at a fixed orientation. Taking $d>0$ puts the second state above the first. The angular factor can make $C$ negative, but reversing the sign of the second basis state turns $V$ into $-V$ and leaves the energies unchanged, so a nonzero $C$ may be taken positive.

```lean
import Mathlib

open Filter Topology Matrix

namespace ForsterPair

noncomputable section

/-- The Förster matrix of two pair states with energies `0` and `d`, coupled by `V`. -/
def forsterMatrix (d V : ℝ) : Matrix (Fin 2) (Fin 2) ℝ := !![0, V; V, d]
```

**Q:** And the potential is the lower eigenvalue?

**A:** It is defined by the closed formula

$$E=\frac d2-\sqrt{\frac{d^2}{4}+V^2}.$$

That this is an eigenvalue, and the least one, is a theorem further down. `pairEnergy C d R` then inserts $V=C/R^3$. All quantities are real numbers, with units left to the reader.

```lean
/-- The lower energy `d/2 - √(d²/4 + V²)` of the two coupled pair states. -/
def lowerEnergy (d V : ℝ) : ℝ := d / 2 - √(d ^ 2 / 4 + V ^ 2)

/-- The lower pair potential at distance `R ≠ 0` for the dipole coupling `V = C / R³`. -/
def pairEnergy (C d R : ℝ) : ℝ := lowerEnergy d (C / R ^ 3)
```

**Q:** So show me that the formula deserves its name.

**A:** Number the components $x_0,x_1$, as Lean does. The eigenvector equation reads

$$Vx_1=Ex_0,\qquad Vx_0+dx_1=Ex_1.$$

`eigenvector_iff` obtains these two lines by expanding the matrix product.

```lean
/-- The eigenvector equation of the Förster matrix, written in components. -/
theorem eigenvector_iff (d V E : ℝ) (x : Fin 2 → ℝ) :
    forsterMatrix d V *ᵥ x = E • x ↔
      V * x 1 = E * x 0 ∧ V * x 0 + d * x 1 = E * x 1 := by
  simp [forsterMatrix, funext_iff, Fin.forall_fin_two, dotProduct, Fin.sum_univ_two]
```

Multiply the first line by $E-d$ and use the second: $E(E-d)x_0=V(E-d)x_1=V^2x_0$. In the same way $E(E-d)x_1=EVx_0=V^2x_1$. Since $x\neq0$,

$$E^2=dE+V^2,\qquad\text{or}\qquad \left(E-\frac d2\right)^2=\frac{d^2}{4}+V^2.$$

The lower root is the formula above. `lowerEnergy_secular` checks that it solves the quadratic, using only that the square root squares back.

```lean
/-- The lower energy solves the secular equation `E² = d E + V²`. -/
theorem lowerEnergy_secular (d V : ℝ) :
    lowerEnergy d V ^ 2 = d * lowerEnergy d V + V ^ 2 := by
  have h := Real.sq_sqrt (show 0 ≤ d ^ 2 / 4 + V ^ 2 by positivity)
  unfold lowerEnergy
  linear_combination h
```

**Q:** Does the theorem speak of actual eigenvectors, or only of roots?

**A:** Of eigenvectors. The set in `lowerEnergy_isLeast` contains each $E$ that has a nonzero real vector $x$ with `forsterMatrix d V *ᵥ x = E • x`. `IsLeast` says that our energy belongs to this set and that no member is smaller.

For membership the proof supplies the vector $(V,E)$, which is nonzero because $V\neq0$. Normalised, it is $(V,E)/\sqrt{V^2+E^2}$, so the second pair state has weight $E^2/(V^2+E^2)$. For minimality, `key` is the elimination just shown, and `Real.abs_le_sqrt` turns the completed square into a bound on $E-d/2$.

```lean
/-- For nonzero coupling, `lowerEnergy d V` is the least eigenvalue of the Förster matrix. -/
theorem lowerEnergy_isLeast (d V : ℝ) (hV : V ≠ 0) :
    IsLeast {E : ℝ | ∃ x : Fin 2 → ℝ, x ≠ 0 ∧ forsterMatrix d V *ᵥ x = E • x}
      (lowerEnergy d V) := by
  constructor
  · -- the vector (V, E) is an eigenvector
    refine ⟨![V, lowerEnergy d V], ?_, ?_⟩
    · intro h
      exact hV (by simpa using congrFun h 0)
    · refine (eigenvector_iff _ _ _ _).2 ⟨mul_comm _ _, ?_⟩
      change V * V + d * lowerEnergy d V = lowerEnergy d V * lowerEnergy d V
      linear_combination -lowerEnergy_secular d V
  · rintro E ⟨x, hx, h⟩
    obtain ⟨h0, h1⟩ := (eigenvector_iff _ _ _ _).1 h
    -- every eigenvalue solves the secular equation
    have key : E ^ 2 - d * E - V ^ 2 = 0 := by
      by_contra hne
      have hx0 : x 0 = 0 := (mul_eq_zero.1 (show (E ^ 2 - d * E - V ^ 2) * x 0 = 0 by
        linear_combination (-(E - d)) * h0 - V * h1)).resolve_left hne
      have hx1 : x 1 = 0 := (mul_eq_zero.1 (show (E ^ 2 - d * E - V ^ 2) * x 1 = 0 by
        linear_combination (-E) * h1 - V * h0)).resolve_left hne
      exact hx (funext (Fin.forall_fin_two.2 ⟨hx0, hx1⟩))
    have hs : (E - d / 2) ^ 2 ≤ d ^ 2 / 4 + V ^ 2 :=
      le_of_eq (by linear_combination key)
    have hl := (abs_le.1 (Real.abs_le_sqrt hs)).1
    unfold lowerEnergy
    linarith
```

**Q:** Now the physics. I expect $-C^2/(dR^6)$ far out and $-C/R^3$ close in. What holds in between?

**A:** Both expressions overestimate the binding, and the smaller estimate is never far off. Put $e=-E$. For $C,d,R>0$ the root exceeds $d/2$, so $e>0$, and the secular equation becomes

$$e^2+de=V^2.$$

Dropping the positive term $de$ gives $e<V$; dropping $e^2$ gives $e<V^2/d=C^2/(dR^6)$.

For a lower bound, let $m=\min(V,V^2/d)$ and $p=(\sqrt5-1)/2\approx0.618$, which satisfies $p^2+p=1$. From $m^2\le V^2$ and $dm\le V^2$,

$$(pm)^2+d(pm)\le p^2V^2+pV^2=V^2=e^2+de.$$

Since $t^2+dt$ increases for $t\ge0$, it follows that $pm\le e$. Altogether $pm\le -E<m$.

The Lean proof of `pairEnergy_bounds` follows this route. The `generalize` steps replace the explicit expressions by $V$, $e$, $p$ and $m$, keeping only the relations needed. The `calc` block is the displayed chain, and `nlinarith` supplies the monotonicity by refuting $e<pm$.

```lean
/-- The binding energy `-E` lies strictly below both the resonant dipole value `C/R³` and the
van der Waals value `C²/(d R⁶)`, and is at least `(√5 - 1)/2` times the smaller of the two. -/
theorem pairEnergy_bounds {C d R : ℝ} (hC : 0 < C) (hd : 0 < d) (hR : 0 < R) :
    (√5 - 1) / 2 * min (C / R ^ 3) (C ^ 2 / (d * R ^ 6)) ≤ -pairEnergy C d R ∧
      -pairEnergy C d R < min (C / R ^ 3) (C ^ 2 / (d * R ^ 6)) := by
  have hW : C ^ 2 / (d * R ^ 6) = (C / R ^ 3) ^ 2 / d := by
    rw [div_pow, div_div]
    congr 1
    ring
  rw [hW]
  unfold pairEnergy
  have hV : 0 < C / R ^ 3 := by positivity
  generalize C / R ^ 3 = V at hV ⊢
  have he : 0 < -lowerEnergy d V := by
    have h : d / 2 < √(d ^ 2 / 4 + V ^ 2) :=
      Real.lt_sqrt_of_sq_lt (by nlinarith [pow_pos hV 2])
    unfold lowerEnergy
    linarith
  have hsec : (-lowerEnergy d V) ^ 2 + d * (-lowerEnergy d V) = V ^ 2 := by
    linear_combination lowerEnergy_secular d V
  generalize -lowerEnergy d V = e at he hsec ⊢
  constructor
  · -- compare e² + d e = V² with its value at the proposed lower bound
    have h5 : √5 ^ 2 = (5 : ℝ) := Real.sq_sqrt (by norm_num)
    have h1 : (1 : ℝ) < √5 := Real.lt_sqrt_of_sq_lt (by norm_num)
    have hp : 0 < (√5 - 1) / 2 := by linarith
    have hgold : ((√5 - 1) / 2) ^ 2 + (√5 - 1) / 2 = 1 := by
      linear_combination h5 / 4
    generalize (√5 - 1) / 2 = p at hp hgold ⊢
    have hm : 0 < min V (V ^ 2 / d) := lt_min hV (by positivity)
    have hmV : min V (V ^ 2 / d) ≤ V := min_le_left _ _
    have hmd : min V (V ^ 2 / d) * d ≤ V ^ 2 := (le_div_iff₀ hd).1 (min_le_right _ _)
    generalize min V (V ^ 2 / d) = m at hm hmV hmd ⊢
    have hsq : m ^ 2 ≤ V ^ 2 := by nlinarith
    have ha : (p * m) ^ 2 + d * (p * m) ≤ V ^ 2 := by
      calc (p * m) ^ 2 + d * (p * m) = p ^ 2 * m ^ 2 + p * (m * d) := by ring
        _ ≤ p ^ 2 * V ^ 2 + p * V ^ 2 := by gcongr
        _ = V ^ 2 := by linear_combination V ^ 2 * hgold
    by_contra hlt
    have hlt' : e < p * m := not_le.1 hlt
    nlinarith [mul_pos hd (sub_pos.2 hlt'), mul_pos he (sub_pos.2 hlt'),
      sq_nonneg (p * m - e)]
  · refine lt_min ?_ ((lt_div_iff₀ hd).2 (by nlinarith [pow_pos he 2]))
    by_contra hlt
    have hle : V ≤ e := not_lt.1 hlt
    nlinarith [mul_pos hd he]
```

**Q:** Give me numbers.

**A:** In arbitrary units take $C=2$, $d=3$, $R=1$, so $V=2$. Then $E=1.5-\sqrt{2.25+4}=-1$. The two estimates of the binding are $2$ and $4/3$, so $m=4/3$, and indeed $0.824<1<1.333$. The normalised eigenvector is $(2,-1)/\sqrt5$, with one fifth of the weight in the second pair state.

**Q:** Bounds within a constant factor don't fix the limiting coefficients.

**A:** The limits are separate theorems. At long range, multiply by the conjugate:

$$E\left(\frac d2+\sqrt{\frac{d^2}{4}+V^2}\right)=-V^2,$$

$$R^6E=\frac{-C^2}{d/2+\sqrt{d^2/4+C^2/R^6}}\longrightarrow-\frac{C^2}{d}\qquad(R\to\infty).$$

In Lean, `hprod` is the first identity. The limit comes from continuity of the quotient in $V$, combined with $C/R^3\to0$. `atTop` means $R\to\infty$, and this theorem allows any real $C$ but needs $d>0$: for $d<0$ the lower energy tends to $d$ instead of $0$.

```lean
/-- At large distance the potential is of van der Waals form: `R⁶ E` tends to `-C²/d`. -/
theorem tendsto_vanDerWaals (C : ℝ) {d : ℝ} (hd : 0 < d) :
    Tendsto (fun R : ℝ => R ^ 6 * pairEnergy C d R) atTop (𝓝 (-C ^ 2 / d)) := by
  have hpos : ∀ V : ℝ, d / 2 + √(d ^ 2 / 4 + V ^ 2) ≠ 0 := fun V => by positivity
  have hg : Continuous (fun V : ℝ => -C ^ 2 / (d / 2 + √(d ^ 2 / 4 + V ^ 2))) :=
    Continuous.div continuous_const (by fun_prop) hpos
  have hV : Tendsto (fun R : ℝ => C / R ^ 3) atTop (𝓝 0) :=
    (tendsto_pow_atTop (by norm_num)).const_div_atTop C
  have h0 : -C ^ 2 / (d / 2 + √(d ^ 2 / 4 + (0 : ℝ) ^ 2)) = -C ^ 2 / d := by
    rw [show d ^ 2 / 4 + (0 : ℝ) ^ 2 = (d / 2) ^ 2 by ring,
      Real.sqrt_sq (half_pos hd).le, add_halves]
  rw [← h0]
  refine ((hg.tendsto 0).comp hV).congr' ?_
  filter_upwards [eventually_gt_atTop (0 : ℝ)] with R hR
  -- rationalise the square root: E (d/2 + √(d²/4 + V²)) = -V²
  have hprod : lowerEnergy d (C / R ^ 3) * (d / 2 + √(d ^ 2 / 4 + (C / R ^ 3) ^ 2))
      = -(C / R ^ 3) ^ 2 := by
    have h := Real.sq_sqrt (show 0 ≤ d ^ 2 / 4 + (C / R ^ 3) ^ 2 by positivity)
    unfold lowerEnergy
    linear_combination -h
  change -C ^ 2 / (d / 2 + √(d ^ 2 / 4 + (C / R ^ 3) ^ 2)) = R ^ 6 * pairEnergy C d R
  rw [div_eq_iff (hpos _), pairEnergy, mul_assoc, hprod]
  have hR' : R ≠ 0 := hR.ne'
  field_simp
```

At short range, move $R^3>0$ inside the root:

$$R^3E=\frac{R^3d}{2}-\sqrt{\frac{R^6d^2}{4}+C^2}\longrightarrow-C\qquad(R\to0^+).$$

The right-hand expression is continuous at $R=0$, which is what `hg` records. `𝓝[>] 0` restricts the limit to positive distances, and here $C>0$ is assumed, while $d$ may be any real number.

```lean
/-- At short distance the potential is of resonant dipole form: `R³ E` tends to `-C`. -/
theorem tendsto_resonantDipole {C : ℝ} (hC : 0 < C) (d : ℝ) :
    Tendsto (fun R : ℝ => R ^ 3 * pairEnergy C d R) (𝓝[>] 0) (𝓝 (-C)) := by
  have hg : Continuous
      (fun R : ℝ => R ^ 3 * d / 2 - √((R ^ 3) ^ 2 * d ^ 2 / 4 + C ^ 2)) := by fun_prop
  have h0 : (0 : ℝ) ^ 3 * d / 2 - √(((0 : ℝ) ^ 3) ^ 2 * d ^ 2 / 4 + C ^ 2) = -C := by
    rw [show ((0 : ℝ) ^ 3) ^ 2 * d ^ 2 / 4 + C ^ 2 = C ^ 2 by ring, Real.sqrt_sq hC.le]
    ring
  rw [← h0]
  refine ((hg.tendsto 0).mono_left nhdsWithin_le_nhds).congr' ?_
  filter_upwards [self_mem_nhdsWithin] with R hR
  have hR0 : 0 < R := hR
  have hR' : R ≠ 0 := hR0.ne'
  -- move R³ out of the square root
  have hq : (R ^ 3) ^ 2 * (C / R ^ 3) ^ 2 = C ^ 2 := by field_simp
  rw [show (R ^ 3) ^ 2 * d ^ 2 / 4 + C ^ 2
      = (R ^ 3) ^ 2 * (d ^ 2 / 4 + (C / R ^ 3) ^ 2) by linear_combination -hq,
    Real.sqrt_mul (sq_nonneg (R ^ 3)), Real.sqrt_sq (pow_nonneg hR0.le 3),
    pairEnergy, lowerEnergy]
  ring
```

**Q:** At $R\to0$ the atoms overlap. Surely that limit is unphysical?

**A:** Taken literally, yes. It describes the matrix, which has no charge overlap, exchange or higher multipoles. Physically, the resonant form needs distances well below $(C/d)^{1/3}$ that are still large compared with the atoms, as can happen for Rydberg pairs with a small defect.

**Q:** Is $(C/d)^{1/3}$ where the regimes meet?

**A:** It is where the two estimates are equal. Cancelling positive factors in $C^2/(dR^6)=C/R^3$ leaves $R^3=C/d$, and `crossover_iff` proves both directions.

```lean
/-- The resonant dipole and van der Waals values coincide exactly at `R³ = C/d`. -/
theorem crossover_iff {C d R : ℝ} (hC : 0 < C) (hd : 0 < d) (hR : 0 < R) :
    C ^ 2 / (d * R ^ 6) = C / R ^ 3 ↔ R ^ 3 = C / d := by
  rw [div_eq_div_iff (by positivity) (by positivity), eq_div_iff hd.ne']
  constructor
  · intro h
    have hz : C * R ^ 3 * (C - R ^ 3 * d) = 0 := by linear_combination h
    have h' := (mul_eq_zero.1 hz).resolve_left (by positivity)
    linarith
  · intro h
    linear_combination (-(C * R ^ 3)) * h
```

There $V=d$, so

$$E=\frac d2-\frac{\sqrt5}{2}d=-\frac{d(\sqrt5-1)}{2}.$$

Both estimates equal $d$, so $m=d$ and the lower bound $pm$ is attained: the constant $p$ is the best possible. The proof substitutes $V=d$ and takes $d/2$ out of the root. In the numerical example the crossing lies at $R^3=2/3$, with $E\approx-1.854$.

```lean
/-- At the crossover distance `R³ = C/d` the pair energy is `-d (√5 - 1)/2`. -/
theorem pairEnergy_crossover {C d R : ℝ} (hC : 0 < C) (hd : 0 < d) (hR : R ^ 3 = C / d) :
    pairEnergy C d R = -d * (√5 - 1) / 2 := by
  have hC' : C ≠ 0 := hC.ne'
  have hd' : d ≠ 0 := hd.ne'
  have hV : C / R ^ 3 = d := by
    rw [hR]
    field_simp
  rw [pairEnergy, hV, lowerEnergy, show d ^ 2 / 4 + d ^ 2 = (d / 2) ^ 2 * 5 by ring,
    Real.sqrt_mul (sq_nonneg (d / 2)), Real.sqrt_sq (half_pos hd).le]
  ring

end

end ForsterPair
```

```lean
#print axioms ForsterPair.lowerEnergy_isLeast
#print axioms ForsterPair.tendsto_vanDerWaals
#print axioms ForsterPair.crossover_iff
#print axioms ForsterPair.pairEnergy_crossover
```

```
'ForsterPair.lowerEnergy_isLeast' depends on axioms: [propext, Classical.choice, Quot.sound]
'ForsterPair.tendsto_vanDerWaals' depends on axioms: [propext, Classical.choice, Quot.sound]
'ForsterPair.crossover_iff' depends on axioms: [propext, Classical.choice, Quot.sound]
'ForsterPair.pairEnergy_crossover' depends on axioms: [propext, Classical.choice, Quot.sound]
```

**Q:** What would I use this for?

**A:** For judging a pure $R^{-6}$ potential in a simulation of excited atoms, provided that one other pair state dominates and lies above the initial one. From the crossover outwards, such a potential with the coefficient $-C^2/d$ overestimates the two-state binding by a factor of at most $1/p\approx1.618$. With several competing pair states you need a larger matrix, and these bounds don't carry over as they stand.
